# Equal moments of inertia across a rotation or rotation-reflection axis when sin t ≠ 0

Allene, in its equilibrium geometry, has no proper rotation axis higher than twofold, yet two of its principal moments of inertia are equal. It does have a quarter turn followed by reflection in the plane perpendicular to the axis. Which operations of this kind force two moments to coincide?

## Point masses and an operation about z

Let atom a have mass m_a and position r_a = (x_a, y_a, z_a). The inertia tensor about the origin is

I = ∑_a m_a (|r_a|² 1 − r_a r_aᵀ).

The operation R turns through the angle t about z and multiplies z by s:

R(x, y, z) = (x cos t − y sin t, x sin t + y cos t, s z).

In Lean the atoms form a finite type `ι`, and the coordinates x, y, z have indices 0, 1, 2. `inertia` is I and `axialMap t s` is R. The structure `IsAxialSymmetry` collects three hypotheses about a permutation σ of the atoms: `sign`, `mass` and `position`. The condition sin t ≠ 0 is stated separately.

Masses may be any real numbers. The atoms are a rigid frame of points, and the origin is whatever point the positions are measured from; for molecular rotational constants it should be the centre of mass.

```lean
import Mathlib

open Matrix

namespace SymmetricTop

noncomputable section

variable {ι : Type*} [Fintype ι]

/-- The inertia tensor about the origin of point masses `m a` at positions `r a`. -/
def inertia (m : ι → ℝ) (r : ι → Fin 3 → ℝ) : Matrix (Fin 3) (Fin 3) ℝ :=
  ∑ a, m a • ((r a ⬝ᵥ r a) • (1 : Matrix (Fin 3) (Fin 3) ℝ) - vecMulVec (r a) (r a))

/-- The rotation through the angle `t` about the z axis, combined with `z ↦ s z`. -/
def axialMap (t s : ℝ) : Matrix (Fin 3) (Fin 3) ℝ :=
  !![Real.cos t, -Real.sin t, 0; Real.sin t, Real.cos t, 0; 0, 0, s]

/-- The permutation `σ` of the atoms preserves masses and is realised in space by a rotation
through `t` about z, proper for `s = 1` and followed by `z ↦ -z` for `s = -1`. -/
structure IsAxialSymmetry (m : ι → ℝ) (r : ι → Fin 3 → ℝ) (σ : Equiv.Perm ι)
    (t s : ℝ) : Prop where
  sign : s = 1 ∨ s = -1
  mass : ∀ a, m (σ a) = m a
  position : ∀ a, r (σ a) = axialMap t s *ᵥ r a

/-- The kinetic energy of point masses turning rigidly about the origin with angular
velocity `ω`. -/
def rotationalEnergy (m : ι → ℝ) (r : ι → Fin 3 → ℝ) (ω : Fin 3 → ℝ) : ℝ :=
  1 / 2 * ∑ a, m a * ((ω ⨯₃ r a) ⬝ᵥ (ω ⨯₃ r a))
```

## s = ±1: the operation preserves distances

Physically, s = 1 is a proper rotation and s = −1 adds the reflection z → −z. By hand, s² = 1 and sin² t + cos² t = 1 give R Rᵀ = 1, and hence Rᵀ R = 1. Moving every atom by R then changes the ingredients of I as follows:

|R r_a|² = r_aᵀ Rᵀ R r_a = |r_a|²,

(R r_a)(R r_a)ᵀ = R r_a r_aᵀ Rᵀ.

Since R 1 Rᵀ = 1 as well, the tensor of the moved atoms is R I Rᵀ.

`axialMap_orthogonal` uses `sign` to check R Rᵀ = 1 entry by entry. `inertia_orthogonal` proves the transformation law for any orthogonal matrix; its steps `hdot` and `hvec` are the two displayed equations. Between them, `inertia_isSymm` records that I is symmetric, which is needed later.

```lean
/-- Proper and improper rotations about the z axis are orthogonal. -/
theorem axialMap_orthogonal (t s : ℝ) (hs : s = 1 ∨ s = -1) :
    axialMap t s * (axialMap t s)ᵀ = 1 := by
  rcases hs with rfl | rfl <;> ext i j <;> fin_cases i <;> fin_cases j <;>
    simp [axialMap, Matrix.mul_apply, Fin.sum_univ_three] <;>
    nlinarith [Real.sin_sq_add_cos_sq t]

/-- The inertia tensor is symmetric. -/
theorem inertia_isSymm (m : ι → ℝ) (r : ι → Fin 3 → ℝ) : (inertia m r).IsSymm := by
  refine Matrix.IsSymm.ext fun i j => ?_
  simp only [inertia, Matrix.sum_apply]
  refine Finset.sum_congr rfl fun a _ => ?_
  fin_cases i <;> fin_cases j <;> simp [Matrix.vecMulVec_apply, mul_comm]

/-- When all positions are moved by an orthogonal map `R`, the inertia tensor `I` becomes
`R I Rᵀ`. -/
theorem inertia_orthogonal (m : ι → ℝ) (r : ι → Fin 3 → ℝ) (R : Matrix (Fin 3) (Fin 3) ℝ)
    (hR : R * Rᵀ = 1) :
    inertia m (fun a => R *ᵥ r a) = R * inertia m r * Rᵀ := by
  have hR' : Rᵀ * R = 1 := mul_eq_one_comm.mp hR
  simp only [inertia, Matrix.mul_sum, Matrix.sum_mul]
  refine Finset.sum_congr rfl fun a _ => ?_
  -- distances from the origin are unchanged
  have hdot : (R *ᵥ r a) ⬝ᵥ (R *ᵥ r a) = r a ⬝ᵥ r a := by
    rw [Matrix.dotProduct_mulVec, ← Matrix.mulVec_transpose, Matrix.mulVec_mulVec, hR',
      Matrix.one_mulVec]
  have hvec : vecMulVec (R *ᵥ r a) (R *ᵥ r a) = R * vecMulVec (r a) (r a) * Rᵀ := by
    rw [Matrix.mul_vecMulVec, Matrix.vecMulVec_mul, Matrix.vecMul_transpose]
  rw [hdot, hvec, Matrix.mul_smul, Matrix.smul_mul, mul_sub, sub_mul, Matrix.mul_smul,
    Matrix.smul_mul, mul_one, hR]
```

For any other s, R Rᵀ has s² ≠ 1 in its zz entry and this argument stops. The conclusion would survive by a separate argument, not formalised here: some power n ≥ 1 of σ is the identity, so sⁿ z_a = z_a for every atom. A real s other than ±1 then forces every z_a to vanish, and s can be replaced by 1.

## Atoms land on atoms of equal mass

`position` says that R carries atom a to the place of atom σ(a), and `mass` says that the two have the same mass, so isotopes count as different. By hand, relabel the sum by σ and use both:

I = ∑_a m_σ(a) (|r_σ(a)|² 1 − r_σ(a) r_σ(a)ᵀ) = ∑_a m_a (|R r_a|² 1 − (R r_a)(R r_a)ᵀ) = R I Rᵀ.

Multiplying on the right by R gives

R I = I R.

In the proof, `Equiv.sum_comp` does the relabelling inside `hperm`, and the `calc` block does the multiplication.

```lean
/-- The inertia tensor commutes with every axial symmetry operation of the molecule. -/
theorem inertia_commutes {m : ι → ℝ} {r : ι → Fin 3 → ℝ} {σ : Equiv.Perm ι} {t s : ℝ}
    (h : IsAxialSymmetry m r σ t s) :
    axialMap t s * inertia m r = inertia m r * axialMap t s := by
  have hR := axialMap_orthogonal t s h.sign
  have hR' : (axialMap t s)ᵀ * axialMap t s = 1 := mul_eq_one_comm.mp hR
  -- relabelling the atoms does not change the sum over atoms
  have hperm : inertia m r = inertia m (fun a => axialMap t s *ᵥ r a) := by
    unfold inertia
    rw [← Equiv.sum_comp σ]
    refine Finset.sum_congr rfl fun a _ => ?_
    simp only [h.mass, h.position]
  rw [inertia_orthogonal m r _ hR] at hperm
  calc axialMap t s * inertia m r
      = axialMap t s * inertia m r * ((axialMap t s)ᵀ * axialMap t s) := by
        rw [hR', mul_one]
    _ = (axialMap t s * inertia m r * (axialMap t s)ᵀ) * axialMap t s := by
        simp only [mul_assoc]
    _ = inertia m r * axialMap t s := by rw [← hperm]
```

Without `position`, a single unit mass at (1, 0, 0) has I_xx = 0 and I_yy = 1. Without `mass`, take a square with corners at unit distance along ±x and ±y, with mass 1 on the x axis and mass 2 on the y axis. A quarter turn permutes the positions, but I_xx = 4 and I_yy = 2.

## The angle is not a multiple of π

The condition sin t ≠ 0 says that the operation mixes x and y, instead of merely keeping or reversing both. By hand, compare entries of R I = I R, using the symmetry of I. The xx and xy entries give

2 sin t I_xy = 0,

sin t (I_xx − I_yy) = 0,

so I_xy = 0 and I_xx = I_yy. The xz and yz entries give

(cos t − s) I_xz − sin t I_yz = 0,

sin t I_xz + (cos t − s) I_yz = 0.

Multiply the first by cos t − s, the second by sin t, and add. With D = sin² t + (cos t − s)² this reads D I_xz = 0. Multiplying the second by cos t − s and subtracting sin t times the first gives D I_yz = 0. Since D > 0, both elements vanish.

In `inertia_symmetric_top`, `e00`, `e01`, `e02` and `e12` are the four entries. The hypothesis `ht` permits cancelling sin t, and also makes D nonzero in `hdet`. The `linear_combination` calls contain the multipliers just used.

```lean
/-- If a molecule has a proper or improper rotation about z through an angle `t` with
`sin t ≠ 0` as a symmetry, its inertia tensor is diagonal with `I_xx = I_yy`. -/
theorem inertia_symmetric_top {m : ι → ℝ} {r : ι → Fin 3 → ℝ} {σ : Equiv.Perm ι} {t s : ℝ}
    (h : IsAxialSymmetry m r σ t s) (ht : Real.sin t ≠ 0) :
    (inertia m r).IsDiag ∧ inertia m r 0 0 = inertia m r 1 1 := by
  have hc := inertia_commutes h
  have hsym := inertia_isSymm m r
  generalize inertia m r = A at hc hsym ⊢
  have s10 : A 1 0 = A 0 1 := hsym.apply 0 1
  have s20 : A 2 0 = A 0 2 := hsym.apply 0 2
  have s21 : A 2 1 = A 1 2 := hsym.apply 1 2
  -- four entries of the commutation relation
  have e00 : Real.cos t * A 0 0 - Real.sin t * A 1 0
      = A 0 0 * Real.cos t + A 0 1 * Real.sin t := by
    have e := congrFun (congrFun hc 0) 0
    simp [axialMap, Matrix.mul_apply, Fin.sum_univ_three] at e
    linarith
  have e01 : Real.cos t * A 0 1 - Real.sin t * A 1 1
      = A 0 1 * Real.cos t - A 0 0 * Real.sin t := by
    have e := congrFun (congrFun hc 0) 1
    simp [axialMap, Matrix.mul_apply, Fin.sum_univ_three] at e
    linarith
  have e02 : Real.cos t * A 0 2 - Real.sin t * A 1 2 = A 0 2 * s := by
    have e := congrFun (congrFun hc 0) 2
    simp [axialMap, Matrix.mul_apply, Fin.sum_univ_three] at e
    linarith
  have e12 : Real.sin t * A 0 2 + Real.cos t * A 1 2 = A 1 2 * s := by
    have e := congrFun (congrFun hc 1) 2
    simp [axialMap, Matrix.mul_apply, Fin.sum_univ_three] at e
    linarith
  have h01 : A 0 1 = 0 := by
    apply mul_left_cancel₀ ht
    rw [s10] at e00
    linarith
  have hxy : A 0 0 = A 1 1 := by
    apply mul_left_cancel₀ ht
    linarith
  -- the xz and yz elements solve a linear system with positive determinant
  have hdet : Real.sin t ^ 2 + (Real.cos t - s) ^ 2 ≠ 0 := by positivity
  have h02 : A 0 2 = 0 := by
    apply mul_left_cancel₀ hdet
    linear_combination (Real.cos t - s) * e02 + Real.sin t * e12
  have h12 : A 1 2 = 0 := by
    apply mul_left_cancel₀ hdet
    linear_combination (Real.cos t - s) * e12 - Real.sin t * e02
  refine ⟨fun i j hij => ?_, hxy⟩
  fin_cases i <;> fin_cases j <;> simp [s10, s20, s21, h01, h02, h12] at hij ⊢
```

The theorem leaves I_zz free, so it may equal I_xx, as in a spherical top.

## Two moments in the rotational energy

For rigid rotation with angular velocity ω, each atom contributes through

|ω × r_a|² = |ω|² |r_a|² − (ω · r_a)² = ω · (|r_a|² 1 − r_a r_aᵀ) ω.

Summing with weights m_a/2 gives the kinetic energy T = ½ ω · I ω. Under all the hypotheses above it becomes

T = ½ [I_xx (ω_x² + ω_y²) + I_zz ω_z²].

`rotationalEnergy_eq` proves the general formula by expanding components, and `rotationalEnergy_symmetric_top` inserts the zeros and I_xx = I_yy.

```lean
/-- The kinetic energy of rigid rotation is half the quadratic form of the inertia tensor
in the angular velocity. -/
theorem rotationalEnergy_eq (m : ι → ℝ) (r : ι → Fin 3 → ℝ) (ω : Fin 3 → ℝ) :
    rotationalEnergy m r ω = 1 / 2 * (ω ⬝ᵥ (inertia m r *ᵥ ω)) := by
  simp only [rotationalEnergy, inertia, dotProduct, Matrix.mulVec, Fin.sum_univ_three,
    Matrix.sum_apply, Finset.sum_mul, Finset.mul_sum, ← Finset.sum_add_distrib]
  refine Finset.sum_congr rfl fun a _ => ?_
  simp [cross_apply, Matrix.vecMulVec_apply]
  ring

/-- Under such a symmetry the rotational energy depends on the angular velocity only through
`ω_x² + ω_y²` and `ω_z²`, with coefficients `I_xx / 2` and `I_zz / 2`. -/
theorem rotationalEnergy_symmetric_top {m : ι → ℝ} {r : ι → Fin 3 → ℝ} {σ : Equiv.Perm ι}
    {t s : ℝ} (h : IsAxialSymmetry m r σ t s) (ht : Real.sin t ≠ 0) (ω : Fin 3 → ℝ) :
    rotationalEnergy m r ω = 1 / 2 *
      (inertia m r 0 0 * (ω 0 ^ 2 + ω 1 ^ 2) + inertia m r 2 2 * ω 2 ^ 2) := by
  obtain ⟨hd, hxy⟩ := inertia_symmetric_top h ht
  have z : ∀ i j : Fin 3, i ≠ j → inertia m r i j = 0 := fun i j hij => hd hij
  rw [rotationalEnergy_eq]
  simp only [dotProduct, Matrix.mulVec, Fin.sum_univ_three]
  rw [z 0 1 (by decide), z 0 2 (by decide), z 1 0 (by decide), z 1 2 (by decide),
    z 2 0 (by decide), z 2 1 (by decide), ← hxy]
  ring
```

This is the classical energy; in the quantum rigid-rotor model with nonzero principal moments about the centre of mass, the same equality makes the angular momentum component along the molecular z axis a conserved quantity.

## An improper quarter turn is enough, a half turn is not

The four-atom ring below satisfies every hypothesis with t = π/2 and s = −1. When d ≠ 0 the proper quarter turn is not a symmetry, as in allene, and the reflection is needed.

```lean
/-- Four unit masses at `(±1, 0, d)` and `(0, ±1, -d)` have the quarter turn followed by `z ↦ -z` as
a symmetry, and the sine of its angle is nonzero. -/
theorem puckered_ring_witness (d : ℝ) :
    IsAxialSymmetry (fun _ : Fin 4 => (1 : ℝ))
      ![![1, 0, d], ![0, 1, -d], ![-1, 0, d], ![0, -1, -d]]
      (Equiv.addRight 1) (Real.pi / 2) (-1) ∧ Real.sin (Real.pi / 2) ≠ 0 := by
  refine ⟨⟨Or.inr rfl, fun _ => rfl, fun a => ?_⟩, by simp⟩
  ext i
  fin_cases a <;> fin_cases i <;>
    simp [axialMap, Matrix.mulVec, dotProduct, Fin.sum_univ_three]
```

At t = π with s = 1, D = 4 and the xz and yz elements still vanish, but the equations for I_xy and I_xx − I_yy become 0 = 0. Two unit masses at (±1, 0, 0) show that I_xx = I_yy can fail: the half turn exchanges them, while I_xx = 0 and I_yy = 2. This pair still has I_yy = I_zz, as its atoms lie on a line. Adding unit masses at (0, ±2, 0) keeps the half turn and gives I_xx = 8, I_yy = 2 and I_zz = 10, with zero off-diagonal elements, so a half turn does not force any two moments to coincide. The Lean statement covers the two-mass example.

```lean
/-- Two unit masses at `(±1, 0, 0)` have the half turn about z as a symmetry, yet `I_xx ≠ I_yy`. -/
theorem half_turn_insufficient :
    IsAxialSymmetry (fun _ : Fin 2 => (1 : ℝ)) ![![1, 0, 0], ![-1, 0, 0]]
      (Equiv.swap 0 1) Real.pi 1 ∧
    inertia (fun _ : Fin 2 => (1 : ℝ)) ![![1, 0, 0], ![-1, 0, 0]] 0 0 ≠
      inertia (fun _ : Fin 2 => (1 : ℝ)) ![![1, 0, 0], ![-1, 0, 0]] 1 1 := by
  refine ⟨⟨Or.inl rfl, fun _ => rfl, fun a => ?_⟩, ?_⟩
  · ext i
    fin_cases a <;> fin_cases i <;>
      simp [axialMap, Matrix.mulVec, dotProduct, Fin.sum_univ_three]
  · norm_num [inertia, Fin.sum_univ_two, Fin.sum_univ_three, dotProduct,
      Matrix.vecMulVec_apply]

end

end SymmetricTop
```

```lean
#print axioms SymmetricTop.inertia_symmetric_top
#print axioms SymmetricTop.rotationalEnergy_symmetric_top
#print axioms SymmetricTop.half_turn_insufficient
```

```
'SymmetricTop.inertia_symmetric_top' depends on axioms: [propext, Classical.choice, Quot.sound]
'SymmetricTop.rotationalEnergy_symmetric_top' depends on axioms: [propext, Classical.choice, Quot.sound]
'SymmetricTop.half_turn_insufficient' depends on axioms: [propext, Classical.choice, Quot.sound]
```
